# Every stiffness tensor in dimension at least one has a purely longitudinal direction

In an anisotropic crystal, a sound wave sent in an arbitrary direction generally has a displacement that is neither parallel nor perpendicular to that direction. Symmetry axes can supply directions in which the longitudinal wave is pure, but a triclinic crystal has no such axes. Without an existence result, a failed search for a pure longitudinal direction there would leave open whether the search or the crystal was at fault.

## A maximum of the longitudinal modulus is a pure direction

Let $C_{ijkl}$ be a real stiffness tensor on $\mathbb R^n$, $n\ge 1$, with $C_{ijkl}=C_{jikl}$ and $C_{ijkl}=C_{klij}$. For a plane wave with unit propagation direction $m$, polarization $a$, phase speed $c$ and mass density $\rho$, linear elasticity gives the Christoffel equation $\Gamma(m)a=\rho c^2a$, where

$$\Gamma(m)_{ik}=\sum_{j,l}C_{ijkl}m_jm_l,\qquad Q(m)=\sum_{i,j,k,l}C_{ijkl}m_im_jm_km_l .$$

The number $Q(m)$ is the longitudinal modulus. The wave is purely longitudinal when $a$ can be taken equal to $m$. The claim is that some unit $m$ satisfies $\Gamma(m)m=Q(m)m$, and that any maximizer of $Q$ on the unit sphere will do.

**The derivative of $Q$.** For any vector $v$, the product rule gives

$$\frac{d}{dt}Q(m+tv)\Big|_{0}=\sum_{i,j,k,l} C_{ijkl}\,(v_im_jm_km_l+m_iv_jm_km_l+m_im_jv_km_l+m_im_jm_kv_l).$$

Exchanging the names $i,j$ and using the minor symmetry turns the second term into the first. Exchanging the pairs $(i,j)$ and $(k,l)$ and using the major symmetry turns the third term into the first and the fourth into the second. All four are therefore equal, and since $v\cdot\Gamma(m)m=\sum C_{ijkl}v_im_jm_km_l$, the derivative is $4\,v\cdot\Gamma(m)m$.

**From the sphere to all vectors.** Let $m$ maximize $Q$ on the unit sphere. If $x\neq0$ and $r=\sqrt{x\cdot x}$, then $x/r$ is a unit vector and $Q$ is homogeneous of degree four, so

$$Q(x)=r^4Q(x/r)\le (x\cdot x)^2Q(m).$$

For $x=0$ both sides vanish.

**The vanishing derivative.** Consequently

$$f(t)=\big(1+2t\,m\cdot v+t^2\,v\cdot v\big)^2Q(m)-Q(m+tv)$$

is nonnegative for all $t$, and $f(0)=0$. Its derivative at zero must vanish:

$$0=f'(0)=4Q(m)\,m\cdot v-4\,v\cdot\Gamma(m)m .$$

Taking $v$ to be each basis vector in turn gives $\Gamma(m)m=Q(m)m$.

**Existence.** The unit sphere is compact, and nonempty because $n\ge1$. The continuous function $Q$ attains its maximum there.

For elastic constants obtained from a simulation, a global maximization of $Q$ thus locates a pure longitudinal direction, within linear elasticity of a homogeneous, lossless medium.

## The tensor, its symmetries and the Christoffel matrix

In Lean 4 with Mathlib:

```lean
import Mathlib

open Matrix

namespace ChristoffelLongitudinal

variable {n : ℕ}
```

The tensor is an array of real components in a fixed orthonormal basis, with all four indices written out and no Voigt contraction.

```lean
/-- A real rank-4 tensor `C i j k l` on `ℝⁿ`. -/
abbrev Tensor4 (n : ℕ) := Fin n → Fin n → Fin n → Fin n → ℝ
```

The two fields of the next structure are the minor symmetry of the first index pair, which reflects the symmetry of the stress, and the major symmetry, which reflects the existence of a strain energy. Together they imply the minor symmetry of the second pair. Positivity of the energy is not required. The theorems therefore also cover unstable tensors, for which the eigenvalue can be zero or negative and no propagating wave need exist.

```lean
/-- The index symmetries of a stiffness tensor: the minor symmetry of the first index pair and
the major symmetry, which together imply the minor symmetry of the second pair. -/
structure ElasticSymmetry (C : Tensor4 n) : Prop where
  minor : ∀ i j k l, C i j k l = C j i k l
  major : ∀ i j k l, C i j k l = C k l i j
```

In `christoffel` the second and fourth indices are contracted with the direction. There is no division by the density, so an eigenvalue stands for $\rho c^2$.

```lean
/-- The Christoffel matrix `Γ(m)_ik = ∑ C_ijkl m_j m_l` of the propagation direction `m`. -/
def christoffel (C : Tensor4 n) (m : Fin n → ℝ) : Matrix (Fin n) (Fin n) ℝ :=
  Matrix.of fun i k => ∑ j, ∑ l, C i j k l * (m j * m l)
```

The function `modulus` is defined on all vectors, which the homogeneity argument needs. It has its physical meaning when the vector has unit length.

```lean
/-- The longitudinal modulus `∑ C_ijkl m_i m_j m_k m_l` in the direction `m`. -/
def modulus (C : Tensor4 n) (m : Fin n → ℝ) : ℝ :=
  ∑ i, ∑ j, ∑ k, ∑ l, C i j k l * (m i * m j * m k * m l)
```

The isotropic tensor, with Lamé constants $\lambda$ and $\mu$, shows that the symmetry structure is satisfied by a familiar material model.

```lean
/-- The isotropic stiffness tensor with Lamé constants `lam` and `mu`. -/
def isotropic (n : ℕ) (lam mu : ℝ) : Tensor4 n := fun i j k l =>
  let δ : Matrix (Fin n) (Fin n) ℝ := 1
  lam * (δ i j * δ k l) + mu * (δ i k * δ j l + δ i l * δ j k)
```

The proof uses only the symmetry of the Kronecker delta.

```lean
/-- The isotropic stiffness tensor has the elastic symmetries. -/
theorem isotropic_witness (lam mu : ℝ) : ElasticSymmetry (isotropic n lam mu) := by
  have t : (1 : Matrix (Fin n) (Fin n) ℝ)ᵀ = 1 := Matrix.transpose_one
  have d : ∀ a b, (1 : Matrix (Fin n) (Fin n) ℝ) a b = (1 : Matrix (Fin n) (Fin n) ℝ) b a :=
    fun a b => congrFun (congrFun t b) a
  constructor <;> intro i j k l <;> simp only [isotropic]
  · rw [d i j]
    ring
  · rw [d k i, d l j, d k j, d l i]
    ring
```

## Four equal terms in the derivative

The first lemma identifies $v\cdot\Gamma(m)m$ with the contraction of $C$ with $v,m,m,m$. It expands the matrix product and reorders the finite sums.

```lean
/-- The dot product of `v` with `Γ(m) m` is the contraction of `C` with `v, m, m, m`. -/
theorem dot_christoffel (C : Tensor4 n) (m v : Fin n → ℝ) :
    v ⬝ᵥ (christoffel C m *ᵥ m) =
      ∑ i, ∑ j, ∑ k, ∑ l, C i j k l * (v i * m j * m k * m l) := by
  simp only [dotProduct, Matrix.mulVec, christoffel, Matrix.of_apply, Finset.mul_sum,
    Finset.sum_mul]
  refine Finset.sum_congr rfl fun i _ => Finset.sum_comm.trans ?_
  refine Finset.sum_congr rfl fun j _ => Finset.sum_congr rfl fun k _ =>
    Finset.sum_congr rfl fun l _ => ?_
  ring
```

The next theorem is the derivative computed above. The step `line` differentiates one component of $m+tv$, `term` applies the product rule to one summand, and `total` adds the summands. Then `h2` equates the first two contributions by the minor symmetry, and `h34` carries the last two onto the first two by the major symmetry, with `swap` exchanging the index pairs in the sums.

```lean
/-- For a tensor with the elastic symmetries, the derivative of the longitudinal modulus at `m`
along `v` is four times the dot product of `v` with `Γ(m) m`. -/
theorem hasDerivAt_modulus {C : Tensor4 n} (h : ElasticSymmetry C) (m v : Fin n → ℝ) :
    HasDerivAt (fun t : ℝ => modulus C (m + t • v))
      (4 * (v ⬝ᵥ (christoffel C m *ᵥ m))) 0 := by
  have line : ∀ i, HasDerivAt (fun t : ℝ => m i + t * v i) (v i) 0 := fun i =>
    (((hasDerivAt_id' (0 : ℝ)).mul_const (v i)).const_add (m i)).congr_deriv (one_mul _)
  -- product rule, term by term
  have term : ∀ i j k l, HasDerivAt (fun t : ℝ => C i j k l *
      ((m i + t * v i) * (m j + t * v j) * (m k + t * v k) * (m l + t * v l)))
      (C i j k l * (v i * m j * m k * m l + m i * v j * m k * m l)
        + C i j k l * (m i * m j * v k * m l + m i * m j * m k * v l)) 0 := fun i j k l =>
    (((((line i).fun_mul (line j)).fun_mul (line k)).fun_mul (line l)).const_mul
      (C i j k l)).congr_deriv (by simp only [zero_mul, add_zero]; ring)
  have total := HasDerivAt.fun_sum (u := Finset.univ) fun i _ =>
    HasDerivAt.fun_sum (u := Finset.univ) fun j _ =>
    HasDerivAt.fun_sum (u := Finset.univ) fun k _ =>
    HasDerivAt.fun_sum (u := Finset.univ) fun l _ => term i j k l
  refine HasDerivAt.congr_deriv total ?_
  have rot : ∀ g : Fin n → Fin n → Fin n → ℝ,
      ∑ a, ∑ b, ∑ c, g a b c = ∑ b, ∑ c, ∑ a, g a b c := fun g =>
    Finset.sum_comm.trans (Finset.sum_congr rfl fun b _ => Finset.sum_comm)
  have swap : ∀ f : Tensor4 n,
      ∑ i, ∑ j, ∑ k, ∑ l, f i j k l = ∑ k, ∑ l, ∑ i, ∑ j, f i j k l := fun f =>
    (Finset.sum_congr rfl fun i _ => rot (fun j k l => f i j k l)).trans
      (rot (fun i k l => ∑ j, f i j k l))
  -- minor symmetry: the first two contributions agree
  have h2 : ∑ i, ∑ j, ∑ k, ∑ l, C i j k l * (m i * v j * m k * m l) =
      ∑ i, ∑ j, ∑ k, ∑ l, C i j k l * (v i * m j * m k * m l) := by
    refine Finset.sum_comm.trans ?_
    refine Finset.sum_congr rfl fun a _ => Finset.sum_congr rfl fun b _ =>
      Finset.sum_congr rfl fun c _ => Finset.sum_congr rfl fun d _ => ?_
    rw [h.minor b a c d]
    ring
  -- major symmetry: the last two contributions equal the first two
  have h34 : ∑ i, ∑ j, ∑ k, ∑ l,
        C i j k l * (m i * m j * v k * m l + m i * m j * m k * v l) =
      ∑ i, ∑ j, ∑ k, ∑ l, C i j k l * (v i * m j * m k * m l + m i * v j * m k * m l) := by
    refine (swap fun i j k l =>
      C i j k l * (m i * m j * v k * m l + m i * m j * m k * v l)).trans ?_
    refine Finset.sum_congr rfl fun a _ => Finset.sum_congr rfl fun b _ =>
      Finset.sum_congr rfl fun c _ => Finset.sum_congr rfl fun d _ => ?_
    rw [h.major c d a b]
    ring
  rw [dot_christoffel]
  simp only [Finset.sum_add_distrib]
  rw [h34]
  simp only [mul_add, Finset.sum_add_distrib]
  rw [h2]
  ring
```

Homogeneity is a factor $s^4$ pulled out of every summand.

```lean
/-- The longitudinal modulus is homogeneous of degree four. -/
theorem modulus_smul (C : Tensor4 n) (s : ℝ) (x : Fin n → ℝ) :
    modulus C (s • x) = s ^ 4 * modulus C x := by
  simp only [modulus, Finset.mul_sum, Pi.smul_apply, smul_eq_mul]
  refine Finset.sum_congr rfl fun i _ => Finset.sum_congr rfl fun j _ =>
    Finset.sum_congr rfl fun k _ => Finset.sum_congr rfl fun l _ => ?_
  ring
```

## From a constrained maximum to an eigenvector

The hypotheses of `longitudinal_of_maximal` say that $m$ is a unit vector and that no unit vector has a larger modulus. Unit length is written `m ⬝ᵥ m = 1`, because the built-in norm on `Fin n → ℝ` is the largest absolute component and not the Euclidean length. The conclusion is the vector equation $\Gamma(m)m=Q(m)m$.

In the proof, `bound` is the inequality $Q(x)\le(x\cdot x)^2Q(m)$, obtained by rescaling with $r$. The vector `v` is the $i$-th basis vector, `hp` differentiates $|m+tv|^2$, and `hd` gives $f'(0)$. The step `zero` sets this derivative to zero, and its $i$-th instance is the $i$-th component of the eigenvector equation.

```lean
/-- For a tensor with the elastic symmetries, a unit direction that maximizes the longitudinal
modulus on the unit sphere is an eigenvector of its own Christoffel matrix, with the modulus as
eigenvalue. -/
theorem longitudinal_of_maximal {C : Tensor4 n} (h : ElasticSymmetry C) {m : Fin n → ℝ}
    (hm : m ⬝ᵥ m = 1) (hmax : ∀ x, x ⬝ᵥ x = 1 → modulus C x ≤ modulus C m) :
    christoffel C m *ᵥ m = modulus C m • m := by
  -- homogeneity extends the bound from the sphere to all vectors
  have bound : ∀ x : Fin n → ℝ, modulus C x ≤ (x ⬝ᵥ x) ^ 2 * modulus C m := by
    intro x
    by_cases hx : x = 0
    · simp [hx, modulus]
    · have h0 : 0 ≤ x ⬝ᵥ x := Finset.sum_nonneg fun i _ => mul_self_nonneg (x i)
      have h1 : x ⬝ᵥ x ≠ 0 := fun e => hx (dotProduct_self_eq_zero.1 e)
      obtain ⟨r, hr0, hr⟩ : ∃ r : ℝ, r ≠ 0 ∧ x ⬝ᵥ x = r * r :=
        ⟨√(x ⬝ᵥ x), fun e => h1 ((Real.sqrt_eq_zero h0).1 e), (Real.mul_self_sqrt h0).symm⟩
      have hu := hmax (r⁻¹ • x) (by
        simp only [smul_dotProduct, dotProduct_smul, smul_eq_mul]
        rw [hr]
        field_simp)
      rw [modulus_smul] at hu
      rw [hr]
      calc modulus C x = (r * r) ^ 2 * (r⁻¹ ^ 4 * modulus C x) := by field_simp
        _ ≤ (r * r) ^ 2 * modulus C m := mul_le_mul_of_nonneg_left hu (sq_nonneg _)
  funext i
  let v : Fin n → ℝ := Pi.single i 1
  have hp : HasDerivAt (fun t : ℝ => 1 + t * (2 * (m ⬝ᵥ v) + t * (v ⬝ᵥ v)))
      (2 * (m ⬝ᵥ v)) 0 :=
    (((hasDerivAt_id' (0 : ℝ)).fun_mul (((hasDerivAt_id' (0 : ℝ)).mul_const
      (v ⬝ᵥ v)).const_add (2 * (m ⬝ᵥ v)))).const_add 1).congr_deriv (by simp)
  have hd := (((hp.fun_mul hp).mul_const (modulus C m)).fun_sub
    (hasDerivAt_modulus h m v)).congr_deriv
    (show _ = 4 * (modulus C m * (m ⬝ᵥ v)) - 4 * (v ⬝ᵥ (christoffel C m *ᵥ m)) by
      simp only [zero_mul, add_zero]; ring)
  -- the difference is nonnegative and vanishes at `t = 0`, so its derivative is zero
  have zero : 4 * (modulus C m * (m ⬝ᵥ v)) - 4 * (v ⬝ᵥ (christoffel C m *ᵥ m)) = 0 := by
    refine IsLocalMin.hasDerivAt_eq_zero ?_ hd
    refine Filter.Eventually.of_forall fun t => ?_
    have hb := bound (m + t • v)
    have hs : (m + t • v) ⬝ᵥ (m + t • v) = 1 + t * (2 * (m ⬝ᵥ v) + t * (v ⬝ᵥ v)) := by
      simp only [add_dotProduct, dotProduct_add, smul_dotProduct, dotProduct_smul,
        smul_eq_mul, hm, dotProduct_comm v m]
      ring
    rw [hs] at hb
    simp only [zero_mul, zero_smul, add_zero]
    linarith
  simp only [v, dotProduct_single, single_dotProduct, mul_one, one_mul] at zero
  simp only [Pi.smul_apply, smul_eq_mul]
  linarith
```

The proof turns on Mathlib's `IsLocalMin.hasDerivAt_eq_zero`. It takes a local minimum of a real function and a derivative at that point, and returns the equation that the derivative is zero. Two features make it fit here. First, `HasDerivAt` carries the value of the derivative explicitly, so the result is at once an equation between $Q(m)\,m\cdot v$ and $v\cdot\Gamma(m)m$. Second, the lemma concerns an unconstrained minimum in one variable. The line $m+tv$ leaves the sphere, but `bound` holds for every vector, so $f(t)\ge f(0)$ for all $t$ and the local condition follows through `Filter.Eventually.of_forall`. No Lagrange multiplier has to be introduced, since homogeneity has already supplied its value.

## A maximizer exists in every dimension from one upwards

The final theorem states that, for $n>0$ and any tensor with the elastic symmetries, there is a vector $m$ with three properties: it has unit length, it satisfies $\Gamma(m)m=Q(m)m$, and it maximizes $Q$ on the unit sphere. The statement is algebraic; the passage from the equation of motion to the Christoffel matrix is the physical input described at the start.

In the proof, `hclosed` shows that the sphere is closed and `hsub` places it in the cube $[-1,1]^n$, which makes it compact. The hypothesis `hn` provides a first basis vector, so the sphere is nonempty. The extreme value theorem, `exists_isMaxOn`, then gives the maximizer, to which the preceding theorem applies.

```lean
/-- In dimension at least one, every tensor with the elastic symmetries has a unit direction `m`
that is an eigenvector of its own Christoffel matrix; it maximizes the longitudinal modulus on
the unit sphere, and the eigenvalue is that maximum. -/
theorem exists_longitudinal (hn : 0 < n) {C : Tensor4 n} (h : ElasticSymmetry C) :
    ∃ m : Fin n → ℝ, m ⬝ᵥ m = 1 ∧ christoffel C m *ᵥ m = modulus C m • m ∧
      ∀ x, x ⬝ᵥ x = 1 → modulus C x ≤ modulus C m := by
  -- the unit sphere is closed and bounded, hence compact
  have hclosed : IsClosed {x : Fin n → ℝ | x ⬝ᵥ x = 1} := by
    refine isClosed_eq ?_ continuous_const
    unfold dotProduct
    fun_prop
  have hsub : {x : Fin n → ℝ | x ⬝ᵥ x = 1} ⊆ Set.Icc (fun _ => -1) (fun _ => 1) := by
    intro x hx
    have hx' : ∑ i, x i * x i = 1 := hx
    have hi : ∀ i, x i * x i ≤ 1 := fun i => hx' ▸
      Finset.single_le_sum (f := fun i => x i * x i)
        (fun j _ => mul_self_nonneg (x j)) (Finset.mem_univ i)
    exact ⟨fun i => by nlinarith [hi i], fun i => by nlinarith [hi i]⟩
  have hcont : Continuous (modulus C) := by
    unfold modulus
    fun_prop
  obtain ⟨m, hm, hmax⟩ := (isCompact_Icc.of_isClosed_subset hclosed hsub).exists_isMaxOn
    ⟨Pi.single ⟨0, hn⟩ 1, by simp⟩ hcont.continuousOn
  exact ⟨m, hm, longitudinal_of_maximal h hm fun x hx => hmax hx, fun x hx => hmax hx⟩

end ChristoffelLongitudinal
```

```lean
#print axioms ChristoffelLongitudinal.exists_longitudinal
```

```
'ChristoffelLongitudinal.exists_longitudinal' depends on axioms: [propext, Classical.choice, Quot.sound]
```

## The minimum gives a second axis

The same argument, carried out here by hand only, applies to a minimizer of $Q$ on the sphere. The tensor $-C$ has the same symmetries as $C$, and replacing $C$ by $-C$ reverses the signs of both $\Gamma$ and $Q$. A minimizer for $C$ is a maximizer for $-C$, so it too satisfies $\Gamma(m)m=Q(m)m$.

For $n\ge2$ this yields at least two distinct longitudinal axes. If a maximizer and a minimizer lie on different axes, these are the two. If they lie on the same axis, they differ at most by a sign, which $Q$ does not see. The maximum and minimum of $Q$ then coincide, $Q$ is constant on the sphere, and every direction is longitudinal.
